# The explicit two-step midpoint rule conserves a symplectic form on pairs of states for linear Hamiltonian systems

Follow two solutions of a harmonic oscillator with the explicit two-step midpoint rule, and measure the phase-space area that they span. For the exact motion this area is constant. In the numerical example below it takes the values \(1, \tfrac54, \tfrac54, 1\) at successive steps. Judged by this test alone, the scheme seems to have lost the Hamiltonian structure of the equation it solves.

The test compares single states, whereas the scheme needs two consecutive states to produce the next one. A quantity built from pairs of states is conserved exactly, for every time step.

## The pairing of neighbouring states

Let \(y=(q,p)\) collect the positions and momenta of a system with finitely many degrees of freedom, and let
\[
J=\begin{pmatrix}0&1\\-1&0\end{pmatrix},\qquad
\omega(a,b)=\langle a,Jb\rangle=a_q\cdot b_p-a_p\cdot b_q .
\]
A quadratic Hamiltonian \(H=\tfrac12\langle y,Sy\rangle\) with \(S\) real and symmetric gives the linear equation of motion \(\dot y=JSy\). Replacing the derivative by a central difference over two steps of length \(h\) gives the explicit midpoint rule. If the matrix may change from step to step, the rule reads
\[
y(k+2)=y(k)+2h\,J S_k\,y(k+1),\qquad k=0,1,2,\dots
\]
Here \(S_k\) acts on the middle state \(y(k+1)\).

The claim is that any two solutions \(u\) and \(v\) of this recurrence, with every \(S_k\) symmetric, satisfy
\[
\omega(u(k+1),v(k))+\omega(u(k),v(k+1))=\omega(u(1),v(0))+\omega(u(0),v(1))
\]
for all \(k\) and all real \(h\).

The derivation uses two properties of \(J\): \(J^{T}=-J\) and \(J^2=-1\). The first gives \(\omega(a,b)=-\omega(b,a)\). The second gives
\[
\omega(b,Ja)=\langle b,J^2a\rangle=-\langle b,a\rangle,
\]
and exchanging the arguments then gives \(\omega(Ja,b)=\langle a,b\rangle\).

Write a pair of consecutive states as \(X=(x_0,x_1)\), and define for two such pairs
\[
B(X,Y)=\omega(x_1,y_0)+\omega(x_0,y_1).
\]
One step with a matrix \(S\), symmetric or not, sends \(X\) to \(X'=(x_1,\;x_0+2hJSx_1)\), and likewise \(Y\) to \(Y'\). Therefore
\[
\begin{aligned}
B(X',Y')&=\omega(x_0+2hJSx_1,\,y_1)+\omega(x_1,\,y_0+2hJSy_1)\\
&=\omega(x_0,y_1)+2h\langle Sx_1,y_1\rangle+\omega(x_1,y_0)-2h\langle x_1,Sy_1\rangle\\
&=B(X,Y)+2h\bigl(\langle Sx_1,y_1\rangle-\langle x_1,Sy_1\rangle\bigr).
\end{aligned}
\]
For symmetric \(S\) the bracket vanishes, so each step leaves \(B\) unchanged. Induction over the steps proves the claim.

The converse holds for a single step with \(h\neq0\). If \(B\) is preserved for all pairs, then \(\langle Sa,b\rangle=\langle a,Sb\rangle\) for all \(a,b\), and choosing basis vectors \(a=e_i\), \(b=e_j\) gives \(S_{ji}=S_{ij}\). In physical terms, symmetry of \(S\) means that the linear equation is Hamilton's equation for a quadratic Hamiltonian in the given canonical coordinates \(q,p\). A friction force \(-\gamma p\) with \(\gamma\neq0\) makes \(S\) non-symmetric.

The form \(B\) is symplectic on the doubled phase space. It is bilinear, and \(B(X,X)=\omega(x_1,x_0)+\omega(x_0,x_1)=0\). It is also nondegenerate: if \(B(X,Y)=0\) for every \(Y\), then \(Y=(Jx_1,0)\) gives \(-\langle x_1,x_1\rangle=0\), and \(Y=(0,Jx_0)\) gives \(-\langle x_0,x_0\rangle=0\), so \(X=0\).

For constant symmetric \(S\) there is also an invariant of a single solution, \(\langle u(k),Su(k+1)\rangle\). When the two states coincide it equals \(2H\). Its conservation follows from
\[
\begin{aligned}
\langle u(k+1),Su(k+2)\rangle
&=\langle Su(k+1),u(k)\rangle+2h\,\omega(Su(k+1),Su(k+1))\\
&=\langle u(k),Su(k+1)\rangle,
\end{aligned}
\]
because the area of a vector with itself is zero.

## An oscillator with \(h=\tfrac12\), and the case \(h=0\)

Take one degree of freedom, \(S=1\) and \(h=\tfrac12\), so that \(y(k+2)=y(k)+Jy(k+1)\) with \(J(q,p)=(p,-q)\). Start from \(u(0)=(1,0)\) and \(v(0)=(0,1)\), and obtain the second states from one Euler step.

| \(k\) | \(u(k)\) | \(v(k)\) | \(\omega(u(k),v(k))\) |
|---|---|---|---|
| 0 | \((1,0)\) | \((0,1)\) | \(1\) |
| 1 | \((1,-\tfrac12)\) | \((\tfrac12,1)\) | \(\tfrac54\) |
| 2 | \((\tfrac12,-1)\) | \((1,\tfrac12)\) | \(\tfrac54\) |
| 3 | \((0,-1)\) | \((1,0)\) | \(1\) |

The ordinary area varies. The sum \(\omega(u(k+1),v(k))+\omega(u(k),v(k+1))\) equals \(1+1=2\) for \(k=0\), \(1\) and \(2\). The two-step energy \(\langle u(k),u(k+1)\rangle\) equals \(1\) for the same three values of \(k\).

At \(h=0\) the recurrence reduces to \(y(k+2)=y(k)\), and each solution alternates between its two starting states. A step then only exchanges the two terms of \(B\), so \(B\) is conserved whatever \(S\) is. This is why the converse assumes \(h\neq0\).

## Phase space and the midpoint map in Lean

The degrees of freedom are labelled by an arbitrary finite type `n`.

```lean
import Mathlib

open Matrix

namespace ExplicitMidpointTwoStep

noncomputable section

variable {n : Type*} [Fintype n] [DecidableEq n]
```

A phase-space vector is a real function on `n ⊕ n`, the disjoint union of two copies of the labels. The first copy carries the positions and the second the momenta.

```lean
/-- Phase space: positions and momenta labelled by `n`. -/
abbrev Phase (n : Type*) := n ⊕ n → ℝ
```

The matrix \(J\) is assembled from four blocks. Its sign convention is the one used above, with \(\dot q=\partial H/\partial p\) and \(\dot p=-\partial H/\partial q\).

```lean
/-- The canonical symplectic matrix, with blocks `0, 1, -1, 0`. -/
def symJ : Matrix (n ⊕ n) (n ⊕ n) ℝ := Matrix.fromBlocks 0 1 (-1) 0
```

The function `area` is \(\omega\). The symbol `⬝ᵥ` is the scalar product of two vectors, and `*ᵥ` applies a matrix to a vector.

```lean
/-- The symplectic area `⟨u, J v⟩` of two phase-space vectors. -/
def area (u v : Phase n) : ℝ := u ⬝ᵥ (symJ *ᵥ v)
```

The scheme becomes a one-step map once its state is taken to be a pair. `X.1` is the older state \(x_0\) and `X.2` the newer state \(x_1\). No symmetry of `S` is required here.

```lean
/-- One step of the explicit midpoint rule, acting on a pair of consecutive states. -/
def step (h : ℝ) (S : Matrix (n ⊕ n) (n ⊕ n) ℝ) (X : Phase n × Phase n) :
    Phase n × Phase n :=
  (X.2, X.1 + (2 * h) • (symJ *ᵥ (S *ᵥ X.2)))
```

The form \(B\) is defined on such pairs.

```lean
/-- The bilinear form on doubled phase space that pairs each state with the other
solution's neighbouring state. -/
def doubledForm (X Y : Phase n × Phase n) : ℝ := area X.2 Y.1 + area X.1 Y.2
```

A trajectory is a sequence of states that satisfies the recurrence at every `k`. The matrices form a sequence as well, with `S k` acting on `y (k + 1)`. The first two states are free, so the definition does not depend on how a simulation obtains its second state.

```lean
/-- A trajectory of the two-step recurrence `y(k+2) = y(k) + 2h J S(k) y(k+1)`. -/
def IsSolution (h : ℝ) (S : ℕ → Matrix (n ⊕ n) (n ⊕ n) ℝ) (y : ℕ → Phase n) : Prop :=
  ∀ k, y (k + 2) = y k + (2 * h) • (symJ *ᵥ (S k *ᵥ y (k + 1)))
```

Allowing `S` to vary covers more than explicitly time-dependent quadratic Hamiltonians. When the midpoint rule is applied to a smooth nonlinear Hamiltonian, small displacements of a trajectory obey, to first order, this same recurrence, with `S k` the Hessian of \(H\) at the middle state. The theorems take the matrices as given and do not carry out that linearisation.

## The algebra of \(J\)

The two relations \(J^T=-J\) and \(J^2=-1\) are checked block by block.

```lean
/-- The canonical matrix is antisymmetric and squares to minus the identity. -/
theorem symJ_relations :
    (symJ : Matrix (n ⊕ n) (n ⊕ n) ℝ)ᵀ = -symJ ∧
      (symJ : Matrix (n ⊕ n) (n ⊕ n) ℝ) * symJ = -1 := by
  constructor
  · rw [symJ, Matrix.fromBlocks_transpose, Matrix.fromBlocks_neg]
    simp
  · rw [symJ, Matrix.fromBlocks_multiply, ← Matrix.fromBlocks_one, Matrix.fromBlocks_neg]
    simp
```

Antisymmetry of the area follows by moving \(J\) to the other side of the scalar product as its transpose, which is \(-J\).

```lean
/-- The symplectic area changes sign when its arguments are exchanged. -/
theorem area_swap (u v : Phase n) : area u v = -area v u := by
  unfold area
  rw [Matrix.dotProduct_mulVec, ← Matrix.mulVec_transpose, symJ_relations.1,
    Matrix.neg_mulVec, neg_dotProduct, dotProduct_comm]
```

The next lemma is \(\omega(u,Ja)=-\langle u,a\rangle\), obtained from \(J^2=-1\).

```lean
/-- Applying `J` to the second argument turns the area into minus the scalar product. -/
theorem area_symJ_right (u a : Phase n) : area u (symJ *ᵥ a) = -(u ⬝ᵥ a) := by
  unfold area
  rw [Matrix.mulVec_mulVec, symJ_relations.2, Matrix.neg_mulVec, Matrix.one_mulVec,
    dotProduct_neg]
```

## The change of the form in one step

This theorem is the displayed computation of \(B(X',Y')\), for arbitrary `S` and `h`. The local fact `lin` states that \(\omega\) is linear in its second argument. In the term where the increment \(2hJSx_1\) appears in the first argument, `area_swap` moves it to the second, so that `lin` and `area_symJ_right` apply to both terms. The tactic `ring` then collects the result.

```lean
/-- For an arbitrary matrix `S`, one step changes the doubled form by `2h (⟨S x, y⟩ - ⟨x, S y⟩)`,
where `x = X.2` and `y = Y.2` are the newer states. -/
theorem doubledForm_step (h : ℝ) (S : Matrix (n ⊕ n) (n ⊕ n) ℝ) (X Y : Phase n × Phase n) :
    doubledForm (step h S X) (step h S Y) =
      doubledForm X Y + 2 * h * ((S *ᵥ X.2) ⬝ᵥ Y.2 - X.2 ⬝ᵥ (S *ᵥ Y.2)) := by
  -- the area is linear in its second argument
  have lin : ∀ (u a b : Phase n) (c : ℝ), area u (a + c • b) = area u a + c * area u b := by
    intro u a b c
    simp only [area, Matrix.mulVec_add, Matrix.mulVec_smul, dotProduct_add,
      dotProduct_smul, smul_eq_mul]
  simp only [doubledForm, step]
  rw [area_swap (X.1 + _) Y.2, lin, lin, area_symJ_right, area_symJ_right,
    area_swap X.1 Y.2, dotProduct_comm Y.2 (S *ᵥ X.2)]
  ring
```

## Preservation and symmetry of \(S\)

For `h ≠ 0`, preservation of the form on all pairs is equivalent to `S.IsSymm`, which means that `S` equals its transpose. In the forward direction the older states are set to zero, and the hypothesis is compared with `doubledForm_step`. Dividing out the nonzero factor \(2h\) leaves `key`, the statement \(\langle Sa,b\rangle=\langle a,Sb\rangle\). The vectors `Pi.single i 1` and `Pi.single j 1` are the basis vectors \(e_i\) and \(e_j\), and they extract the matrix entries. The reverse direction inserts symmetry into the formula for the change.

```lean
/-- For a nonzero time step, the explicit midpoint map preserves the doubled form exactly
when `S` is symmetric. -/
theorem step_preserves_iff (h : ℝ) (hh : h ≠ 0) (S : Matrix (n ⊕ n) (n ⊕ n) ℝ) :
    (∀ X Y, doubledForm (step h S X) (step h S Y) = doubledForm X Y) ↔ S.IsSymm := by
  constructor
  · intro H
    -- with zero older states, the hypothesis lets `S` move across the scalar product
    have key : ∀ a b : Phase n, (S *ᵥ a) ⬝ᵥ b = a ⬝ᵥ (S *ᵥ b) := by
      intro a b
      have h1 := H (0, a) (0, b)
      rw [doubledForm_step] at h1
      have h2 : 2 * h * ((S *ᵥ a) ⬝ᵥ b - a ⬝ᵥ (S *ᵥ b)) = 0 := by linarith
      have h3 := (mul_eq_zero.mp h2).resolve_left (mul_ne_zero two_ne_zero hh)
      linarith
    ext i j
    have h4 := key (Pi.single i 1) (Pi.single j 1)
    simpa using h4
  · intro hS X Y
    rw [doubledForm_step, Matrix.dotProduct_mulVec, ← Matrix.mulVec_transpose, hS.eq]
    ring
```

## Conservation along two trajectories

The main theorem takes a sequence of symmetric matrices and two solutions `u` and `v` of the same recurrence, with the same `h`. It states that the pairing at any `k` equals its initial value. There is no restriction on the size or sign of `h`.

The proof is by induction on `k`. At `k = 0` the two sides are the same expression. For the next value, `doubledForm_step` is applied to the pairs `(u k, u (k + 1))` and `(v k, v (k + 1))`. The equations `hu k` and `hv k` identify the updated states with `u (k + 2)` and `v (k + 2)`, and `hs` uses the symmetry of `S k` to remove the remaining difference.

```lean
/-- Any two solutions of the explicit two-step midpoint recurrence with symmetric matrices
`S(k)` conserve `⟨u(k+1), J v(k)⟩ + ⟨u(k), J v(k+1)⟩`, for every time step `h`. -/
theorem two_step_form_conserved (h : ℝ) (S : ℕ → Matrix (n ⊕ n) (n ⊕ n) ℝ)
    (hS : ∀ k, (S k).IsSymm) (u v : ℕ → Phase n)
    (hu : IsSolution h S u) (hv : IsSolution h S v) (k : ℕ) :
    area (u (k + 1)) (v k) + area (u k) (v (k + 1)) =
      area (u 1) (v 0) + area (u 0) (v 1) := by
  induction k with
  | zero => rfl
  | succ k ih =>
    rw [← ih]
    have hd := doubledForm_step h (S k) (u k, u (k + 1)) (v k, v (k + 1))
    simp only [doubledForm, step] at hd
    rw [← hu k, ← hv k] at hd
    -- symmetry of `S k` removes the defect
    have hs : (S k *ᵥ u (k + 1)) ⬝ᵥ v (k + 1) = u (k + 1) ⬝ᵥ (S k *ᵥ v (k + 1)) := by
      rw [Matrix.dotProduct_mulVec, ← Matrix.mulVec_transpose, (hS k).eq]
    rw [hs, sub_self, mul_zero, add_zero] at hd
    exact hd
```

Conservation for every `h` is not a stability statement. An alternating form gives no bound on the length of a vector, so solutions may grow while the pairing stays fixed. The theorem also concerns exact real arithmetic, without rounding errors.

In quantum dynamics, the second-order differencing scheme for the Schrödinger equation in a finite orthonormal basis has this form when the Hamiltonian matrix is Hermitian, with the real and imaginary parts of the coefficients as \(q\) and \(p\).

## The form on pairs is symplectic

The theorem contains two statements: the form vanishes on equal arguments, and only the zero pair gives zero against every pair. Together with bilinearity, which can be read off from the definition, they make the form symplectic. The first half is `area_swap`. The second uses the test pairs chosen earlier: `h1` shows that the newer state has zero length, and `h2` does the same for the older one.

```lean
/-- The doubled form vanishes on equal arguments, and only the zero pair gives zero against every
pair. -/
theorem doubledForm_symplectic :
    (∀ X : Phase n × Phase n, doubledForm X X = 0) ∧
      ∀ X : Phase n × Phase n, (∀ Y, doubledForm X Y = 0) → X = 0 := by
  constructor
  · intro X
    rw [doubledForm, area_swap X.2 X.1]
    ring
  · intro X H
    have z : ∀ u : Phase n, area u 0 = 0 := by
      intro u
      simp [area]
    -- probe each component with its own image under `J`
    have h1 := H (symJ *ᵥ X.2, 0)
    have h2 := H (0, symJ *ᵥ X.1)
    simp only [doubledForm, area_symJ_right, z, add_zero, zero_add, neg_eq_zero] at h1 h2
    exact Prod.ext (dotProduct_self_eq_zero.mp h2) (dotProduct_self_eq_zero.mp h1)
```

Together with `doubledForm_step`, whose last term vanishes for symmetric `S`, this makes the midpoint map with symmetric `S` a linear symplectic map on the doubled phase space, although it does not act on single phase-space points.

## The two-step energy

The last theorem concerns one solution and a constant symmetric matrix, written as the constant sequence `fun _ => S`. The fact `h0` is \(\omega(Su(k+1),Su(k+1))=0\), which follows from `area_swap` because a number equal to its own negative is zero. The proof then moves `S` across the scalar product by symmetry, inserts the recurrence for `u (k + 2)`, and removes the term containing the increment with `h0`.

```lean
/-- For a constant symmetric `S`, every solution conserves the two-step energy
`⟨u(k), S u(k+1)⟩`. -/
theorem two_step_energy_conserved (h : ℝ) (S : Matrix (n ⊕ n) (n ⊕ n) ℝ) (hS : S.IsSymm)
    (u : ℕ → Phase n) (hu : IsSolution h (fun _ => S) u) (k : ℕ) :
    u k ⬝ᵥ (S *ᵥ u (k + 1)) = u 0 ⬝ᵥ (S *ᵥ u 1) := by
  induction k with
  | zero => rfl
  | succ k ih =>
    rw [← ih]
    -- the increment contributes nothing, since the area of a vector with itself vanishes
    have h0 : (S *ᵥ u (k + 1)) ⬝ᵥ (symJ *ᵥ (S *ᵥ u (k + 1))) = 0 := by
      have h1 := area_swap (S *ᵥ u (k + 1)) (S *ᵥ u (k + 1))
      unfold area at h1
      linarith
    have h2 : u (k + 2) = u k + (2 * h) • (symJ *ᵥ (S *ᵥ u (k + 1))) := hu k
    change u (k + 1) ⬝ᵥ (S *ᵥ u (k + 2)) = _
    rw [Matrix.dotProduct_mulVec, ← Matrix.mulVec_transpose, hS.eq, h2, dotProduct_add,
      dotProduct_smul, h0, smul_zero, add_zero, dotProduct_comm]

end

end ExplicitMidpointTwoStep
```

The conserved quantity involves two neighbouring states. The energy \(\tfrac12\langle u(k),Su(k)\rangle\) of a single state may still vary: in the oscillator example it runs through \(\tfrac12,\tfrac58,\tfrac58,\tfrac12\). For a linear system with a constant symmetric matrix \(S\), a simulation code can therefore monitor the two-step product, whose drift in exact arithmetic is zero. Because this holds for every \(h\), the absence of drift says nothing about whether the time step is small enough.

```lean
#print axioms ExplicitMidpointTwoStep.step_preserves_iff
-- 'ExplicitMidpointTwoStep.step_preserves_iff' depends on axioms: [propext, Classical.choice, Quot.sound]
#print axioms ExplicitMidpointTwoStep.two_step_form_conserved
-- 'ExplicitMidpointTwoStep.two_step_form_conserved' depends on axioms: [propext, Classical.choice, Quot.sound]
#print axioms ExplicitMidpointTwoStep.doubledForm_symplectic
-- 'ExplicitMidpointTwoStep.doubledForm_symplectic' depends on axioms: [propext, Classical.choice, Quot.sound]
#print axioms ExplicitMidpointTwoStep.two_step_energy_conserved
-- 'ExplicitMidpointTwoStep.two_step_energy_conserved' depends on axioms: [propext, Classical.choice, Quot.sound]
```
